# Radial Corbino flow: viscous dissipation without a bulk viscous force

For an incompressible planar flow with constant shear viscosity $\eta$, the viscous dissipation is $2\eta$ times the integral of the squared symmetrized velocity gradient. The other candidate, minus the integral of velocity times bulk viscous force, differs from it by the work done at the edges. For the radial flow in a Corbino disc, that edge work is the whole dissipation.

## The flow and its dissipation by hand

Let $0<a<b$, let $\eta>0$ be a constant shear viscosity, and let $c\neq0$. In the annulus $a<r<b$ the flow is

$$v=(u,w)=\frac{c\,(x,y)}{r^2},\qquad r^2=x^2+y^2 .$$

Its speed is $|c|/r$, and the flux through every circle centred on the origin is $2\pi c$. The claim is that $\nabla\cdot v=0$ and $\nabla^2u=\nabla^2w=0$, while the dissipation is $4\pi\eta c^2(1/a^2-1/b^2)>0$.

The quotient rule gives

$$\partial_xu=\frac{c(y^2-x^2)}{r^4},\quad \partial_yu=\partial_xw=-\frac{2cxy}{r^4},\quad \partial_yw=\frac{c(x^2-y^2)}{r^4}.$$

The first and last add to zero, so the divergence vanishes. Differentiating again,

$$\partial_x^2u=\frac{2cx(x^2-3y^2)}{r^6}=-\partial_y^2u,$$

and exchanging $x$ and $y$ gives the same cancellation for $w$. For constant $\eta$ and zero divergence, the viscous force density is $\eta\nabla^2v$, which is therefore zero.

With $x=r\cos\varphi$ and $y=r\sin\varphi$, the strain rate is

$$E=-\frac{c}{r^2}\begin{pmatrix}\cos2\varphi&\sin2\varphi\\ \sin2\varphi&-\cos2\varphi\end{pmatrix},\qquad \|E\|^2=\frac{2c^2}{r^4}.$$

Hence the dissipation is

$$2\eta\int_a^b\!\int_0^{2\pi}\frac{2c^2}{r^4}\,r\,d\varphi\,dr
=2\eta\int_a^b\frac{4\pi c^2}{r^3}\,dr
=4\pi\eta c^2\left(\frac1{a^2}-\frac1{b^2}\right).$$

The dissipated energy is accounted for by the viscous work at the two edges. On a circle of radius $R$ with normal $n=(\cos\varphi,\sin\varphi)$, we have $v=(c/R)n$ and $En=-(c/R^2)n$. The viscous stress $2\eta E$ thus has power

$$P(R)=\int_0^{2\pi}v\cdot 2\eta En\,R\,d\varphi=-\frac{4\pi\eta c^2}{R^2}.$$

The annulus's own outward normal is $-n$ at the inner edge, so the net work done on the fluid by the viscous stress per unit time is $P(b)-P(a)$, which equals the dissipation. The stress supplies $4\pi\eta c^2/a^2$ at the inner edge and takes away $4\pi\eta c^2/b^2$ at the outer one.

As $b\to\infty$ at fixed $a$, the dissipation tends to the finite value $4\pi\eta c^2/a^2$ and the outer edge power tends to zero.

In a hydrodynamic model of electron transport with this prescribed flow and constant viscosity, a simulation that computed viscous heating from the bulk force alone would report none.

## Planar flows, strain rate and power in Lean

```lean
import Mathlib

open Real Topology

namespace CorbinoFlow

noncomputable section
```

A flow is a pair of real functions of $x$ and $y$. The partial derivatives are derivatives along coordinate lines, and the divergence and Laplacian are built from them.

```lean
/-- The derivative of a planar field along x. -/
def dX (f : ℝ → ℝ → ℝ) (x y : ℝ) : ℝ := deriv (fun s => f s y) x

/-- The derivative of a planar field along y. -/
def dY (f : ℝ → ℝ → ℝ) (x y : ℝ) : ℝ := deriv (fun s => f x s) y

/-- The divergence of the planar flow with components u and w. -/
def divergence (u w : ℝ → ℝ → ℝ) (x y : ℝ) : ℝ := dX u x y + dY w x y

/-- The Laplacian of a planar field. -/
def laplacian (f : ℝ → ℝ → ℝ) (x y : ℝ) : ℝ := dX (dX f) x y + dY (dY f) x y
```

The off-diagonal strain entries carry the factor $1/2$, which fixes the stress as $2\eta E$. The squared Frobenius norm sums all four squared entries.

```lean
/-- The strain rate: the symmetrized velocity gradient of the flow (u, w). -/
def strainRate (u w : ℝ → ℝ → ℝ) (x y : ℝ) : Matrix (Fin 2) (Fin 2) ℝ :=
  !![dX u x y, (dY u x y + dX w x y) / 2; (dY u x y + dX w x y) / 2, dY w x y]

/-- The squared Frobenius norm of the strain rate. -/
def strainNormSq (u w : ℝ → ℝ → ℝ) (x y : ℝ) : ℝ :=
  ∑ i, ∑ j, strainRate u w x y i j ^ 2
```

The dissipation is an iterated polar integral with the area factor `r`. Its integrand and the stress $2\eta E$ are meant for divergence-free flows, although the definitions accept any pair of fields. In `edgePower` the normal points away from the origin at both edges, and only the viscous stress acts; pressure is left out.

```lean
/-- The viscous dissipation in the annulus between radii a and b, in polar coordinates. -/
def dissipation (η a b : ℝ) (u w : ℝ → ℝ → ℝ) : ℝ :=
  2 * η * ∫ r in a..b, ∫ φ in (0 : ℝ)..(2 * π),
    strainNormSq u w (r * cos φ) (r * sin φ) * r

/-- The power of the viscous stress 2η × (strain rate) on the circle of radius R,
with the normal pointing outwards. -/
def edgePower (η R : ℝ) (u w : ℝ → ℝ → ℝ) : ℝ :=
  ∫ φ in (0 : ℝ)..(2 * π), (∑ i, ∑ j,
    ![u (R * cos φ) (R * sin φ), w (R * cos φ) (R * sin φ)] i *
      (2 * η * strainRate u w (R * cos φ) (R * sin φ) i j) * ![cos φ, sin φ] j) * R
```

The flow itself is prescribed, not derived from an equation of motion. Contacts, voltage and momentum relaxation do not enter the model.

```lean
/-- The x component of the radial Corbino flow, defined away from the origin. -/
def corbinoX (c x y : ℝ) : ℝ := c * x / (x ^ 2 + y ^ 2)

/-- The y component of the radial Corbino flow, defined away from the origin. -/
def corbinoY (c x y : ℝ) : ℝ := c * y / (x ^ 2 + y ^ 2)
```

## Derivatives away from the origin

Two auxiliary rules differentiate $s^2$ and $N/Q^2$. The second cancels one factor of $Q$, which leaves the cubic denominator seen in the second derivatives.

```lean
private lemma deriv_sq (t : ℝ) : HasDerivAt (fun s : ℝ => s ^ 2) (2 * t) t :=
  (hasDerivAt_pow 2 t).congr_deriv (by norm_num)

private lemma deriv_div_sq {N Q : ℝ → ℝ} {N' Q' t : ℝ} (hN : HasDerivAt N N' t)
    (hQ : HasDerivAt Q Q' t) (h : Q t ≠ 0) :
    HasDerivAt (fun s => N s / Q s ^ 2) ((N' * Q t - 2 * N t * Q') / Q t ^ 3) t := by
  have hQ2 : HasDerivAt (fun s => Q s ^ 2) (2 * Q t * Q') t :=
    (hQ.fun_pow 2).congr_deriv (by norm_num)
  refine (hN.fun_div hQ2 (pow_ne_zero 2 h)).congr_deriv ?_
  rw [div_eq_div_iff (pow_ne_zero 2 (pow_ne_zero 2 h)) (pow_ne_zero 3 h)]
  ring
```

The four first derivatives follow from the quotient rule, with `ring` matching the numerators.

```lean
/-- The four entries of the velocity gradient of the Corbino flow away from the origin. -/
theorem velocity_gradient (c : ℝ) {x y : ℝ} (h : x ^ 2 + y ^ 2 ≠ 0) :
    HasDerivAt (fun s => corbinoX c s y) (c * (y ^ 2 - x ^ 2) / (x ^ 2 + y ^ 2) ^ 2) x ∧
    HasDerivAt (fun s => corbinoX c x s) (-(2 * c * x * y) / (x ^ 2 + y ^ 2) ^ 2) y ∧
    HasDerivAt (fun s => corbinoY c s y) (-(2 * c * x * y) / (x ^ 2 + y ^ 2) ^ 2) x ∧
    HasDerivAt (fun s => corbinoY c x s) (c * (x ^ 2 - y ^ 2) / (x ^ 2 + y ^ 2) ^ 2) y := by
  have hx := (deriv_sq x).add_const (y ^ 2)
  have hy := (deriv_sq y).const_add (x ^ 2)
  have hl (t : ℝ) : HasDerivAt (fun s : ℝ => c * s) c t :=
    ((hasDerivAt_id' t).const_mul c).congr_deriv (mul_one c)
  exact ⟨((hl x).fun_div hx h).congr_deriv (by ring),
    ((hasDerivAt_const y (c * x)).fun_div hy h).congr_deriv (by ring),
    ((hasDerivAt_const x (c * y)).fun_div hx h).congr_deriv (by ring),
    ((hl y).fun_div hy h).congr_deriv (by ring)⟩
```

To differentiate again, one needs the first-derivative formulas near the point, not just at it. `ex` and `ey` say that $r^2$ stays nonzero nearby along each coordinate line, and `congr_of_eventuallyEq` then transfers the derivative of the explicit formula.

```lean
/-- The unmixed second derivatives of the Corbino flow away from the origin; for each
component the two are opposite. -/
theorem second_derivatives (c : ℝ) {x y : ℝ} (h : x ^ 2 + y ^ 2 ≠ 0) :
    HasDerivAt (fun s => dX (corbinoX c) s y)
      (2 * c * x * (x ^ 2 - 3 * y ^ 2) / (x ^ 2 + y ^ 2) ^ 3) x ∧
    HasDerivAt (fun s => dY (corbinoX c) x s)
      (-(2 * c * x * (x ^ 2 - 3 * y ^ 2)) / (x ^ 2 + y ^ 2) ^ 3) y ∧
    HasDerivAt (fun s => dX (corbinoY c) s y)
      (-(2 * c * y * (y ^ 2 - 3 * x ^ 2)) / (x ^ 2 + y ^ 2) ^ 3) x ∧
    HasDerivAt (fun s => dY (corbinoY c) x s)
      (2 * c * y * (y ^ 2 - 3 * x ^ 2) / (x ^ 2 + y ^ 2) ^ 3) y := by
  have hx := (deriv_sq x).add_const (y ^ 2)
  have hy := (deriv_sq y).const_add (x ^ 2)
  -- the first-derivative formulas hold in a neighbourhood of the point
  have ex : ∀ᶠ s in 𝓝 x, s ^ 2 + y ^ 2 ≠ 0 := hx.continuousAt.eventually_ne h
  have ey : ∀ᶠ s in 𝓝 y, x ^ 2 + s ^ 2 ≠ 0 := hy.continuousAt.eventually_ne h
  refine ⟨?_, ?_, ?_, ?_⟩
  · refine ((deriv_div_sq (((deriv_sq x).const_sub (y ^ 2)).const_mul c) hx h).congr_deriv
      (by ring)).congr_of_eventuallyEq ?_
    filter_upwards [ex] with s hs
    exact (velocity_gradient c hs).1.deriv
  · refine ((deriv_div_sq ((hasDerivAt_id' y).const_mul (2 * c * x)).fun_neg hy h).congr_deriv
      (by ring)).congr_of_eventuallyEq ?_
    filter_upwards [ey] with s hs
    exact (velocity_gradient c hs).2.1.deriv
  · refine ((deriv_div_sq (((hasDerivAt_id' x).const_mul (2 * c)).mul_const y).fun_neg
      hx h).congr_deriv (by ring)).congr_of_eventuallyEq ?_
    filter_upwards [ex] with s hs
    exact (velocity_gradient c hs).2.2.1.deriv
  · refine ((deriv_div_sq (((deriv_sq y).const_sub (x ^ 2)).const_mul c) hy h).congr_deriv
      (by ring)).congr_of_eventuallyEq ?_
    filter_upwards [ey] with s hs
    exact (velocity_gradient c hs).2.2.2.deriv
```

Adding the derivatives gives the three zeros. Since `deriv` returns zero where a function is not differentiable, the `HasDerivAt` statements matter: they show that these are genuine cancellations.

```lean
/-- Away from the origin the Corbino flow is twice continuously differentiable, with zero
divergence and zero Laplacian of each component. -/
theorem no_bulk_force (c : ℝ) {x y : ℝ} (h : x ^ 2 + y ^ 2 ≠ 0) :
    ContDiffAt ℝ 2 (fun p : ℝ × ℝ => corbinoX c p.1 p.2) (x, y) ∧
    ContDiffAt ℝ 2 (fun p : ℝ × ℝ => corbinoY c p.1 p.2) (x, y) ∧
    divergence (corbinoX c) (corbinoY c) x y = 0 ∧
    laplacian (corbinoX c) x y = 0 ∧ laplacian (corbinoY c) x y = 0 := by
  have hq : ContDiffAt ℝ 2 (fun p : ℝ × ℝ => p.1 ^ 2 + p.2 ^ 2) (x, y) := by fun_prop
  have h1 : ContDiffAt ℝ 2 (fun p : ℝ × ℝ => c * p.1) (x, y) := by fun_prop
  have h2 : ContDiffAt ℝ 2 (fun p : ℝ × ℝ => c * p.2) (x, y) := by fun_prop
  obtain ⟨g1, -, -, g4⟩ := velocity_gradient c h
  obtain ⟨s1, s2, s3, s4⟩ := second_derivatives c h
  refine ⟨h1.div hq h, h2.div hq h, ?_, ?_, ?_⟩
  · rw [divergence, dX, dY, g1.deriv, g4.deriv]
    ring
  · rw [laplacian, dX, dY, s1.deriv, s2.deriv]
    ring
  · rw [laplacian, dX, dY, s3.deriv, s4.deriv]
    ring
```

## The strain rate in polar form and its integral

The polar matrix is stated after multiplication by $r^2$. The double-angle formulas turn the Cartesian entries into those of the matrix.

```lean
/-- The strain rate of the Corbino flow at polar coordinates (r, φ), r ≠ 0, multiplied
by r². -/
theorem strainRate_polar (c φ : ℝ) {r : ℝ} (hr : r ≠ 0) :
    r ^ 2 • strainRate (corbinoX c) (corbinoY c) (r * cos φ) (r * sin φ) =
      (-c) • !![cos (2 * φ), sin (2 * φ); sin (2 * φ), -cos (2 * φ)] := by
  have hq : (r * cos φ) ^ 2 + (r * sin φ) ^ 2 = r ^ 2 := by
    linear_combination r ^ 2 * sin_sq_add_cos_sq φ
  obtain ⟨h1, h2, h3, h4⟩ := velocity_gradient c (x := r * cos φ) (y := r * sin φ)
    (by rw [hq]; exact pow_ne_zero 2 hr)
  rw [hq] at h1 h2 h3 h4
  have hi : r ^ 2 * (r ^ 2 / (r ^ 2) ^ 2) = 1 := by field_simp
  simp only [strainRate, dX, dY, h1.deriv, h2.deriv, h3.deriv, h4.deriv, add_self_div_two]
  rw [cos_two_mul', sin_two_mul]
  have e1 : r ^ 2 * (c * ((r * sin φ) ^ 2 - (r * cos φ) ^ 2) / (r ^ 2) ^ 2) =
      -c * (cos φ ^ 2 - sin φ ^ 2) := by
    linear_combination c * (sin φ ^ 2 - cos φ ^ 2) * hi
  have e2 : r ^ 2 * (-(2 * c * (r * cos φ) * (r * sin φ)) / (r ^ 2) ^ 2) =
      -c * (2 * sin φ * cos φ) := by
    linear_combination (-2 * c * sin φ * cos φ) * hi
  have e3 : r ^ 2 * (c * ((r * cos φ) ^ 2 - (r * sin φ) ^ 2) / (r ^ 2) ^ 2) =
      -c * -(cos φ ^ 2 - sin φ ^ 2) := by
    linear_combination c * (cos φ ^ 2 - sin φ ^ 2) * hi
  ext i j
  fin_cases i <;> fin_cases j
  exacts [e1, e2, e2, e3]
```

Squaring the entries and using $\sin^2+\cos^2=1$ gives $r^4\|E\|^2=2c^2$.

```lean
/-- At radius r ≠ 0 the squared strain rate of the Corbino flow times r⁴ is 2c². -/
theorem strainNormSq_polar (c φ : ℝ) {r : ℝ} (hr : r ≠ 0) :
    strainNormSq (corbinoX c) (corbinoY c) (r * cos φ) (r * sin φ) * r ^ 4 = 2 * c ^ 2 := by
  have key := strainRate_polar c φ hr
  unfold strainNormSq
  generalize strainRate (corbinoX c) (corbinoY c) (r * cos φ) (r * sin φ) = E at key ⊢
  have h00 : r ^ 2 * E 0 0 = -c * cos (2 * φ) := congrFun (congrFun key 0) 0
  have h01 : r ^ 2 * E 0 1 = -c * sin (2 * φ) := congrFun (congrFun key 0) 1
  have h10 : r ^ 2 * E 1 0 = -c * sin (2 * φ) := congrFun (congrFun key 1) 0
  have h11 : r ^ 2 * E 1 1 = -c * -cos (2 * φ) := congrFun (congrFun key 1) 1
  simp only [Fin.sum_univ_two]
  linear_combination (r ^ 2 * E 0 0 - c * cos (2 * φ)) * h00 +
    (r ^ 2 * E 0 1 - c * sin (2 * φ)) * h01 + (r ^ 2 * E 1 0 - c * sin (2 * φ)) * h10 +
    (r ^ 2 * E 1 1 + c * cos (2 * φ)) * h11 + 2 * c ^ 2 * sin_sq_add_cos_sq (2 * φ)
```

In the next proof, `hang` does the angular integral and leaves $4\pi c^2/r^3$. The radial integral uses the antiderivative $-2\pi c^2/r^2$ and the fundamental theorem of calculus. The case $a=b$ is allowed and gives zero.

```lean
/-- The dissipation of the Corbino flow between radii 0 < a ≤ b. -/
theorem dissipation_corbino (η c : ℝ) {a b : ℝ} (ha : 0 < a) (hab : a ≤ b) :
    dissipation η a b (corbinoX c) (corbinoY c) =
      4 * π * η * c ^ 2 * (1 / a ^ 2 - 1 / b ^ 2) := by
  have hpos : ∀ r ∈ Set.uIcc a b, 0 < r := fun r hr => by
    rw [Set.uIcc_of_le hab] at hr
    exact ha.trans_le hr.1
  -- the angular integral
  have hang : (∫ r in a..b, ∫ φ in (0 : ℝ)..(2 * π),
      strainNormSq (corbinoX c) (corbinoY c) (r * cos φ) (r * sin φ) * r) =
      ∫ r in a..b, 4 * π * c ^ 2 / r ^ 3 := by
    refine intervalIntegral.integral_congr (fun r hr => ?_)
    have hr0 := (hpos r hr).ne'
    have hp : ∀ φ, strainNormSq (corbinoX c) (corbinoY c) (r * cos φ) (r * sin φ) * r =
        2 * c ^ 2 / r ^ 3 := fun φ => by
      rw [eq_div_iff (pow_ne_zero 3 hr0)]
      linear_combination strainNormSq_polar c φ hr0
    simp only [hp, intervalIntegral.integral_const, smul_eq_mul]
    ring
  -- the radial integral
  have hF : ∀ r ∈ Set.uIcc a b,
      HasDerivAt (fun s : ℝ => -(2 * π * c ^ 2) / s ^ 2) (4 * π * c ^ 2 / r ^ 3) r := by
    intro r hr
    have hr0 := (hpos r hr).ne'
    refine ((hasDerivAt_const r (-(2 * π * c ^ 2))).fun_div (deriv_sq r)
      (pow_ne_zero 2 hr0)).congr_deriv ?_
    rw [div_eq_div_iff (pow_ne_zero 2 (pow_ne_zero 2 hr0)) (pow_ne_zero 3 hr0)]
    ring
  have hc : ContinuousOn (fun r : ℝ => 4 * π * c ^ 2 / r ^ 3) (Set.uIcc a b) :=
    ContinuousOn.div continuousOn_const (by fun_prop)
      (fun r hr => pow_ne_zero 3 (hpos r hr).ne')
  rw [dissipation, hang,
    intervalIntegral.integral_eq_sub_of_hasDerivAt hF hc.intervalIntegrable]
  ring
```

The main theorem combines these results. Its regularity and zero-force statements hold at every radius above $a$, and so throughout the annulus. Positivity uses $\eta>0$, $c\neq0$ and $a<b$.

```lean
/-- For 0 < a < b, η > 0 and c ≠ 0, the Corbino flow is twice continuously differentiable
with zero divergence and zero Laplacian at every radius above a, yet its dissipation
between the radii a and b is
4πηc²(1/a² − 1/b²) and is positive. -/
theorem corbino_dissipation_without_force {η c a b : ℝ} (hη : 0 < η) (hc : c ≠ 0)
    (ha : 0 < a) (hab : a < b) :
    (∀ x y : ℝ, a ^ 2 < x ^ 2 + y ^ 2 →
      ContDiffAt ℝ 2 (fun p : ℝ × ℝ => corbinoX c p.1 p.2) (x, y) ∧
      ContDiffAt ℝ 2 (fun p : ℝ × ℝ => corbinoY c p.1 p.2) (x, y) ∧
      divergence (corbinoX c) (corbinoY c) x y = 0 ∧
      laplacian (corbinoX c) x y = 0 ∧ laplacian (corbinoY c) x y = 0) ∧
    dissipation η a b (corbinoX c) (corbinoY c) =
      4 * π * η * c ^ 2 * (1 / a ^ 2 - 1 / b ^ 2) ∧
    0 < dissipation η a b (corbinoX c) (corbinoY c) := by
  have hd := dissipation_corbino η c ha hab.le
  refine ⟨fun x y h => no_bulk_force c ((pow_pos ha 2).trans h).ne', hd, ?_⟩
  rw [hd]
  have hlt : 1 / b ^ 2 < 1 / a ^ 2 :=
    one_div_lt_one_div_of_lt (pow_pos ha 2) (by nlinarith)
  have hdiff := sub_pos.mpr hlt
  positivity
```

## The work done at the edges

For the edge power, `hu` and `hw` give the velocity on the circle, and `h00` to `h11` give the strain entries. The final `linear_combination` inside `hp` contracts them with the normal, and the constant integrand is then integrated over the angle.

```lean
/-- The viscous stress of the Corbino flow on a circle of radius R ≠ 0 has a power which,
multiplied by R², is −4πηc². -/
theorem edgePower_corbino (η c : ℝ) {R : ℝ} (hR : R ≠ 0) :
    R ^ 2 * edgePower η R (corbinoX c) (corbinoY c) = -(4 * π * η * c ^ 2) := by
  have hp : ∀ φ, (∑ i, ∑ j,
      ![corbinoX c (R * cos φ) (R * sin φ), corbinoY c (R * cos φ) (R * sin φ)] i *
        (2 * η * strainRate (corbinoX c) (corbinoY c) (R * cos φ) (R * sin φ) i j) *
        ![cos φ, sin φ] j) * R = -(2 * η * c ^ 2) / R ^ 2 := by
    intro φ
    have hq : (R * cos φ) ^ 2 + (R * sin φ) ^ 2 = R ^ 2 := by
      linear_combination R ^ 2 * sin_sq_add_cos_sq φ
    have hi : R * (R / R ^ 2) = 1 := by field_simp
    have hu : corbinoX c (R * cos φ) (R * sin φ) * R = c * cos φ := by
      rw [corbinoX, hq]
      linear_combination c * cos φ * hi
    have hw : corbinoY c (R * cos φ) (R * sin φ) * R = c * sin φ := by
      rw [corbinoY, hq]
      linear_combination c * sin φ * hi
    have key := strainRate_polar c φ hR
    rw [cos_two_mul', sin_two_mul] at key
    generalize strainRate (corbinoX c) (corbinoY c) (R * cos φ) (R * sin φ) = E at key ⊢
    have h00 : R ^ 2 * E 0 0 = -c * (cos φ ^ 2 - sin φ ^ 2) := congrFun (congrFun key 0) 0
    have h01 : R ^ 2 * E 0 1 = -c * (2 * sin φ * cos φ) := congrFun (congrFun key 0) 1
    have h10 : R ^ 2 * E 1 0 = -c * (2 * sin φ * cos φ) := congrFun (congrFun key 1) 0
    have h11 : R ^ 2 * E 1 1 = -c * -(cos φ ^ 2 - sin φ ^ 2) := congrFun (congrFun key 1) 1
    rw [eq_div_iff (pow_ne_zero 2 hR)]
    simp only [Fin.sum_univ_two, Matrix.cons_val_zero, Matrix.cons_val_one]
    linear_combination 2 * η * R ^ 2 * (E 0 0 * cos φ + E 0 1 * sin φ) * hu +
      2 * η * R ^ 2 * (E 1 0 * cos φ + E 1 1 * sin φ) * hw +
      2 * η * c * cos φ * (cos φ * h00 + sin φ * h01) +
      2 * η * c * sin φ * (cos φ * h10 + sin φ * h11) -
      2 * η * c ^ 2 * (sin φ ^ 2 + cos φ ^ 2 + 1) * sin_sq_add_cos_sq φ
  have hi : R ^ 2 * (1 / R ^ 2) = 1 := by field_simp
  simp only [edgePower, hp, intervalIntegral.integral_const, smul_eq_mul]
  linear_combination (-(4 * π * η * c ^ 2)) * hi
```

Subtracting the inner edge power from the outer one reproduces the dissipation formula. This balance needs no sign condition on $\eta$ or $c$.

```lean
/-- For 0 < a ≤ b the dissipation of the Corbino flow equals the power of the viscous stress
at the outer edge minus that at the inner edge. -/
theorem dissipation_eq_edge_work (η c : ℝ) {a b : ℝ} (ha : 0 < a) (hab : a ≤ b) :
    dissipation η a b (corbinoX c) (corbinoY c) =
      edgePower η b (corbinoX c) (corbinoY c) - edgePower η a (corbinoX c) (corbinoY c) := by
  have hP : ∀ R : ℝ, 0 < R → edgePower η R (corbinoX c) (corbinoY c) =
      -(4 * π * η * c ^ 2) / R ^ 2 := fun R hR => by
    rw [eq_div_iff (pow_ne_zero 2 hR.ne'), mul_comm]
    exact edgePower_corbino η c hR.ne'
  rw [dissipation_corbino η c ha hab, hP a ha, hP b (ha.trans_le hab)]
  ring

end

end CorbinoFlow
```

```lean
#print axioms CorbinoFlow.corbino_dissipation_without_force
-- 'CorbinoFlow.corbino_dissipation_without_force' depends on axioms: [propext, Classical.choice, Quot.sound]
#print axioms CorbinoFlow.dissipation_eq_edge_work
-- 'CorbinoFlow.dissipation_eq_edge_work' depends on axioms: [propext, Classical.choice, Quot.sound]
```
